# Small enough linear-mixing steps converge for a linearised SCF map whose dielectric matrix has a positive, strictly dominant diagonal

A self-consistent field (SCF) calculation looks for a density that reproduces itself: put it in, solve, and the same density comes out. Linear mixing feeds back only a fraction \(a\) of each output density, and the question is whether the remaining error shrinks.

Take a density with two components. Close to self-consistency, and to first order in the error, one mixing step multiplies the error vector by \(1-aE\), where the matrix \(E\) describes how the difference between input and output responds to an error. Let

\[
E=\begin{pmatrix}3&1\\1&2\end{pmatrix},\qquad a=\tfrac13,\qquad
1-aE=\begin{pmatrix}0&-\tfrac13\\-\tfrac13&\tfrac13\end{pmatrix}.
\]

If both error components are at most \(\delta\) in size, the new ones are at most \(\tfrac13\delta\) and \(\tfrac23\delta\). These factors are the absolute row sums of \(1-aE\). They equal \(1-a(3-1)\) and \(1-a(2-1)\), so each row contracts because its diagonal entry exceeds the other one. The largest error component therefore shrinks at least by the factor \(\tfrac23\) in every step. The same mechanism works for any finite number of components.

## The linearised map and the mixing step

```lean
import Mathlib

open Matrix Filter Topology

namespace LinearMixingStability

noncomputable section

variable {n : Type*} [Fintype n] [DecidableEq n]
```

The finite index set `n` labels the components of the density, for instance grid points or basis coefficients. A density is a function `n → ℝ`, that is, a real vector. Nothing requires it to be positive or to hold a fixed number of electrons.

```lean
/-- The linearised SCF map: an input density `x` gives the output density `K x + b`. -/
def scfMap (K : Matrix n n ℝ) (b x : n → ℝ) : n → ℝ := K *ᵥ x + b
```

This is the map \(F(x)=Kx+b\) from input to output density. The symbol `*ᵥ` is the matrix-vector product. The matrix \(K\) is the derivative of the output density with respect to the input density, and \(b\) is a constant vector.

A real SCF map is nonlinear. Replacing it by \(F\) near its fixed point is the step from this model to an actual calculation that the hypotheses leave open: no bound on the neglected higher-order terms enters.

```lean
/-- One step of linear mixing: a fraction `a` of the output density is mixed into the input. -/
def mixStep (a : ℝ) (K : Matrix n n ℝ) (b x : n → ℝ) : n → ℝ :=
  (1 - a) • x + a • scfMap K b x
```

One step of linear mixing is \(x\mapsto(1-a)x+aF(x)\). The symbol `•` multiplies a vector or a matrix by a number. The mixing parameter \(a\) is often written \(\alpha\) or \(\beta\) elsewhere.

```lean
/-- The dielectric matrix `E = 1 - K` of the linearised SCF map. -/
def dielectric (K : Matrix n n ℝ) : Matrix n n ℝ := 1 - K
```

The dielectric matrix is \(E=1-K\), often written \(\varepsilon\). It acts here on densities, not on potentials. If \(x_s\) is self-consistent, then \(F(x)-x=-E(x-x_s)\), so \(E_{ij}\) measures how an error in component \(j\) changes the residual in component \(i\).

```lean
/-- The matrix `1 - a E`. -/
def errorPropagator (a : ℝ) (E : Matrix n n ℝ) : Matrix n n ℝ := 1 - a • E
```

This is \(M=1-aE\), defined for any square matrix \(E\). That it propagates the error of linear mixing is proved further down, in `error_step`.

## Row gaps and the error factor

```lean
/-- The diagonal entry of row `i` minus the absolute sum of the other entries of that row. -/
def rowGap (E : Matrix n n ℝ) (i : n) : ℝ :=
  E i i - ∑ j ∈ Finset.univ.erase i, |E i j|
```

Write \(R_i=\sum_{j\ne i}|E_{ij}|\). The gap of row \(i\) is \(g_i=E_{ii}-R_i\). In Lean, `Finset.univ.erase i` is the set of all indices except \(i\).

```lean
/-- The factor `1 - a g`, where `g` is the smallest row gap of `E`. -/
def rate [Nonempty n] (a : ℝ) (E : Matrix n n ℝ) : ℝ :=
  1 - a * Finset.univ.inf' Finset.univ_nonempty (rowGap E)
```

With \(g=\min_i g_i\), this is \(q=1-ag\). The operation `inf'` takes the minimum over a nonempty finite set, which is why `Nonempty n` appears. Under the conditions of the theorems below, `rate` bounds the fraction of the error left over after one step, so a smaller `rate` is a stronger guarantee.

```lean
/-- For `0 ≤ a` and `a E i i ≤ 1`, the absolute sum of row `i` of `1 - a E` is
one minus `a` times the gap of that row. -/
theorem sum_abs_row (E : Matrix n n ℝ) {a : ℝ} (ha : 0 ≤ a) (i : n)
    (hi : a * E i i ≤ 1) :
    ∑ j, |errorPropagator a E i j| = 1 - a * rowGap E i := by
  -- the diagonal entry is nonnegative, the others are scaled by `a`
  have hd : |errorPropagator a E i i| = 1 - a * E i i := by
    rw [errorPropagator, Matrix.sub_apply, Matrix.one_apply_eq, Matrix.smul_apply,
      smul_eq_mul]
    exact abs_of_nonneg (by linarith)
  have ho : ∑ j ∈ Finset.univ.erase i, |errorPropagator a E i j|
      = a * ∑ j ∈ Finset.univ.erase i, |E i j| := by
    rw [Finset.mul_sum]
    refine Finset.sum_congr rfl fun j hj => ?_
    have hij : i ≠ j := (Finset.ne_of_mem_erase hj).symm
    rw [errorPropagator, Matrix.sub_apply, Matrix.one_apply_ne hij, Matrix.smul_apply,
      smul_eq_mul, zero_sub, abs_neg, abs_mul, abs_of_nonneg ha]
  rw [← Finset.add_sum_erase _ _ (Finset.mem_univ i), hd, ho, rowGap]
  ring
```

The theorem says that \(\sum_j|M_{ij}|=1-ag_i\) whenever \(a\ge0\) and \(aE_{ii}\le1\). The diagonal entry of \(M\) is \(1-aE_{ii}\ge0\), so its absolute value is itself. The other entries are \(-aE_{ij}\), with absolute value \(a|E_{ij}|\). Hence

\[
\sum_j|M_{ij}|=(1-aE_{ii})+aR_i=1-a(E_{ii}-R_i)=1-ag_i .
\]

In the proof, `hd` handles the diagonal entry and `ho` the rest of the row. The last lines split the full sum into these two parts and combine them.

## Contraction in the max norm

```lean
/-- If `E` has a positive, strictly dominant diagonal, `0 < a` and `a E i i ≤ 1` for all `i`,
then `1 - a E` is a strict contraction in the max norm, with factor `rate a E`. -/
theorem strict_contraction [Nonempty n] (E : Matrix n n ℝ) {a : ℝ} (ha : 0 < a)
    (hE : ∀ i, ∑ j ∈ Finset.univ.erase i, |E i j| < E i i)
    (hdiag : ∀ i, a * E i i ≤ 1) :
    0 ≤ rate a E ∧ rate a E < 1 ∧
      ∀ x : n → ℝ, ‖errorPropagator a E *ᵥ x‖ ≤ rate a E * ‖x‖ := by
  have key : ∀ i, ∑ j, |errorPropagator a E i j| ≤ rate a E := by
    intro i
    have h1 := mul_le_mul_of_nonneg_left
      (Finset.inf'_le (rowGap E) (Finset.mem_univ i)) ha.le
    rw [sum_abs_row E ha.le i (hdiag i), rate]
    linarith
  have h0 : 0 ≤ rate a E :=
    (Finset.sum_nonneg fun j _ => abs_nonneg _).trans (key (Classical.arbitrary n))
  refine ⟨h0, ?_, fun x => ?_⟩
  · -- the smallest gap is the gap of some row, hence positive
    obtain ⟨i, -, hi⟩ := Finset.exists_mem_eq_inf' Finset.univ_nonempty (rowGap E)
    have hg : 0 < rowGap E i := sub_pos.2 (hE i)
    have := mul_pos ha hg
    rw [rate, hi]
    linarith
  · refine (pi_norm_le_iff_of_nonneg (mul_nonneg h0 (norm_nonneg x))).2 fun i => ?_
    calc ‖(errorPropagator a E *ᵥ x) i‖ = |∑ j, errorPropagator a E i j * x j| := rfl
      _ ≤ ∑ j, |errorPropagator a E i j * x j| := Finset.abs_sum_le_sum_abs _ _
      _ ≤ ∑ j, |errorPropagator a E i j| * ‖x‖ := by
          refine Finset.sum_le_sum fun j _ => ?_
          rw [abs_mul]
          exact mul_le_mul_of_nonneg_left (norm_le_pi_norm x j) (abs_nonneg _)
      _ = (∑ j, |errorPropagator a E i j|) * ‖x‖ := by rw [Finset.sum_mul]
      _ ≤ rate a E * ‖x‖ := mul_le_mul_of_nonneg_right (key i) (norm_nonneg x)
```

The norm on `n → ℝ` is the max norm, \(\|x\|=\max_i|x_i|\). The hypothesis `hE` says \(R_i<E_{ii}\) for every row: an error in component \(i\) affects its own residual more strongly than errors of the same size in all other components can together. This is assumed, not derived from an electronic structure. It depends on the basis, and long-range Coulomb coupling can violate it. The hypothesis `hdiag` says \(aE_{ii}\le1\), so that a step does not overcorrect a component's own error.

The conclusion is \(0\le q<1\) and \(\|Mx\|\le q\|x\|\) for every \(x\). Since \(g_i\ge g\) and \(a>0\), every absolute row sum satisfies \(1-ag_i\le q\); this is `key`. A sum of absolute values is nonnegative, so \(q\ge0\). The minimum \(g\) is attained in some row, where the gap is positive by `hE`, so \(q<1\). Finally, for each \(i\),

\[
|(Mx)_i|\le\sum_j|M_{ij}|\,|x_j|\le\Big(\sum_j|M_{ij}|\Big)\|x\|\le q\|x\| .
\]

The `calc` block contains this chain, and `pi_norm_le_iff_of_nonneg` turns the bound on every component into a bound on the norm.

```lean
/-- Under the conditions of `strict_contraction` the factor is sharp: `1 - a E` maps some vector of
unit max norm to a vector of max norm exactly `rate a E`. -/
theorem rate_attained [Nonempty n] (E : Matrix n n ℝ) {a : ℝ} (ha : 0 < a)
    (hE : ∀ i, ∑ j ∈ Finset.univ.erase i, |E i j| < E i i)
    (hdiag : ∀ i, a * E i i ≤ 1) :
    ∃ x : n → ℝ, ‖x‖ = 1 ∧ ‖errorPropagator a E *ᵥ x‖ = rate a E := by
  obtain ⟨i, -, hi⟩ := Finset.exists_mem_eq_inf' Finset.univ_nonempty (rowGap E)
  -- the signs of the row with the smallest gap
  let x : n → ℝ := fun j => if 0 ≤ errorPropagator a E i j then 1 else -1
  have hx : ∀ j, ‖x j‖ = 1 := by
    intro j
    by_cases h : 0 ≤ errorPropagator a E i j <;> simp [x, h]
  have hn : ‖x‖ = 1 := le_antisymm
    ((pi_norm_le_iff_of_nonneg zero_le_one).2 fun j => (hx j).le)
    ((hx i).symm.le.trans (norm_le_pi_norm x i))
  have hrow : (errorPropagator a E *ᵥ x) i = rate a E := by
    calc (errorPropagator a E *ᵥ x) i = ∑ j, errorPropagator a E i j * x j := rfl
      _ = ∑ j, |errorPropagator a E i j| := by
          refine Finset.sum_congr rfl fun j _ => ?_
          by_cases h : 0 ≤ errorPropagator a E i j
          · simp [x, h, abs_of_nonneg h]
          · simp [x, h, abs_of_neg (not_le.1 h)]
      _ = rate a E := by rw [sum_abs_row E ha.le i (hdiag i), rate, hi]
  obtain ⟨-, -, hc⟩ := strict_contraction E ha hE hdiag
  refine ⟨x, hn, le_antisymm ?_ ?_⟩
  · simpa [hn] using hc x
  · rw [← hrow]
    exact (le_abs_self _).trans (norm_le_pi_norm (errorPropagator a E *ᵥ x) i)
```

The factor \(q\) is the best one for a single step: some vector of norm 1 is mapped to a vector of norm exactly \(q\). Choose a row \(i\) with \(g_i=g\), and set \(x_j=1\) if \(M_{ij}\ge0\) and \(x_j=-1\) otherwise. Then \(\|x\|=1\) and

\[
(Mx)_i=\sum_j M_{ij}x_j=\sum_j|M_{ij}|=1-ag=q .
\]

So \(\|Mx\|\ge q\), and the contraction bound gives \(\|Mx\|\le q\). These two inequalities are the last two steps of the proof. In the opening example the vector is \((-1,1)\), which is mapped to \((-\tfrac13,\tfrac23)\).

Over many steps the error can fall faster than \(q^k\). In the same example the eigenvalue of \(M\) of largest size is \((1+\sqrt5)/6\approx0.54\), below \(q=\tfrac23\).

## From one step to geometric decay

```lean
/-- One mixing step multiplies the deviation from a self-consistent density `xs`
by `1 - a E`, where `E` is the dielectric matrix. -/
theorem error_step (a : ℝ) (K : Matrix n n ℝ) (b x xs : n → ℝ)
    (hs : scfMap K b xs = xs) :
    mixStep a K b x - xs = errorPropagator a (dielectric K) *ᵥ (x - xs) := by
  rw [scfMap] at hs
  simp only [mixStep, scfMap, errorPropagator, dielectric, Matrix.sub_mulVec,
    Matrix.one_mulVec, Matrix.smul_mulVec, Matrix.mulVec_sub]
  linear_combination (norm := module) a • hs
```

The hypothesis `hs` says that \(x_s\), written `xs`, is self-consistent: \(Kx_s+b=x_s\), or \(b=Ex_s\). A mixing step from \(x\) then gives

\[
\begin{aligned}
(1-a)x+a(Kx+b)-x_s&=x-x_s-a(Ex-b)\\
&=x-x_s-aE(x-x_s)\\
&=M(x-x_s).
\end{aligned}
\]

No condition on \(a\) or \(E\) is needed. In Lean, `simp only` expands the definitions and the matrix products. The two sides then differ by \(a\) times the fixed-point equation, and `linear_combination` checks exactly that.

```lean
/-- If the dielectric matrix has a positive, strictly dominant diagonal, `0 < a`, and `a` times each
diagonal entry is at most one, then `rate` lies in `[0, 1)` and the max-norm distance to a
self-consistent density `xs` after `k` mixing steps is at most `rate ^ k` times the initial one. -/
theorem linear_mixing_error [Nonempty n] (K : Matrix n n ℝ) (b xs : n → ℝ) {a : ℝ}
    (ha : 0 < a)
    (hE : ∀ i, ∑ j ∈ Finset.univ.erase i, |dielectric K i j| < dielectric K i i)
    (hdiag : ∀ i, a * dielectric K i i ≤ 1) (hs : scfMap K b xs = xs) :
    0 ≤ rate a (dielectric K) ∧ rate a (dielectric K) < 1 ∧
      ∀ (x : n → ℝ) (k : ℕ),
        ‖(mixStep a K b)^[k] x - xs‖ ≤ rate a (dielectric K) ^ k * ‖x - xs‖ := by
  obtain ⟨h0, h1, hc⟩ := strict_contraction (dielectric K) ha hE hdiag
  refine ⟨h0, h1, fun x k => ?_⟩
  induction k with
  | zero => simp
  | succ k ih =>
    rw [Function.iterate_succ_apply', error_step a K b _ xs hs, pow_succ', mul_assoc]
    exact (hc _).trans (mul_le_mul_of_nonneg_left ih h0)
```

The expression `(mixStep a K b)^[k] x` is the density \(x_k\) after \(k\) mixing steps from \(x_0=x\). Under the dominance and step-size conditions, now placed on \(E=1-K\), the theorem states \(0\le q<1\) and

\[
\|x_k-x_s\|\le q^k\|x_0-x_s\|
\]

for every start and every \(k\). For \(k=0\) the two sides are equal. If the bound holds for \(k\), then

\[
\|x_{k+1}-x_s\|=\|M(x_k-x_s)\|\le q\|x_k-x_s\|\le q^{k+1}\|x_0-x_s\| .
\]

The `induction` has the same two cases, with `error_step` supplying the equality and `strict_contraction` the first inequality.

For electronic-structure practice, this gives a guaranteed reduction of the max-norm error per step of simple density mixing, within a finite linearised model whose dielectric matrix has a positive, strictly dominant diagonal, provided the mixing parameter is positive and satisfies \(aE_{ii}\le1\) in every row.

## Existence of the self-consistent density

```lean
/-- If the dielectric matrix has a positive, strictly dominant diagonal, the linearised
SCF map has exactly one self-consistent density. -/
theorem existsUnique_selfConsistent (K : Matrix n n ℝ) (b : n → ℝ)
    (hE : ∀ i, ∑ j ∈ Finset.univ.erase i, |dielectric K i j| < dielectric K i i) :
    ∃! x, scfMap K b x = x := by
  have hdet : IsUnit (dielectric K).det :=
    isUnit_iff_ne_zero.2 (det_ne_zero_of_sum_row_lt_diag fun i => by
      simp only [Real.norm_eq_abs]
      exact (hE i).trans_le (le_abs_self _))
  -- self-consistency is the linear system `E x = b`
  have key : ∀ x, scfMap K b x = x ↔ dielectric K *ᵥ x = b := by
    intro x
    rw [dielectric, Matrix.sub_mulVec, Matrix.one_mulVec, scfMap, sub_eq_iff_eq_add,
      add_comm b]
    exact eq_comm
  refine ⟨(dielectric K)⁻¹ *ᵥ b, (key _).2 ?_, fun y hy => ?_⟩
  · rw [Matrix.mulVec_mulVec, Matrix.mul_nonsing_inv _ hdet, Matrix.one_mulVec]
  · rw [← (key y).1 hy, Matrix.mulVec_mulVec, Matrix.nonsing_inv_mul _ hdet,
      Matrix.one_mulVec]
```

The symbol `∃!` means that there is exactly one such \(x\). The mixing parameter plays no part here. The condition \(Kx+b=x\) is the same as \(Ex=b\), which is `key`, so it suffices that \(E\) is invertible.

Suppose \(Ex=0\) with \(x\ne0\), and let \(|x_i|\) be the largest component. Then

\[
E_{ii}|x_i|=\Big|\sum_{j\ne i}E_{ij}x_j\Big|\le R_i|x_i|<E_{ii}|x_i|,
\]

a contradiction. Lean takes this fact from Mathlib as `det_ne_zero_of_sum_row_lt_diag`, which gives a nonzero determinant. The solution is \(E^{-1}b\). The last two bullets of the proof verify that it solves the system and that any other solution equals it.

```lean
/-- Under the conditions of `linear_mixing_error` on `K` and `a`, linear mixing converges from
every starting density to one and the same self-consistent density. -/
theorem linear_mixing_converges [Nonempty n] (K : Matrix n n ℝ) (b : n → ℝ) {a : ℝ}
    (ha : 0 < a)
    (hE : ∀ i, ∑ j ∈ Finset.univ.erase i, |dielectric K i j| < dielectric K i i)
    (hdiag : ∀ i, a * dielectric K i i ≤ 1) :
    ∃ xs, scfMap K b xs = xs ∧
      ∀ x, Tendsto (fun k : ℕ => (mixStep a K b)^[k] x) atTop (𝓝 xs) := by
  obtain ⟨xs, hs, -⟩ := existsUnique_selfConsistent K b hE
  obtain ⟨h0, h1, hb⟩ := linear_mixing_error K b xs ha hE hdiag hs
  refine ⟨xs, hs, fun x => tendsto_iff_norm_sub_tendsto_zero.2 ?_⟩
  have hlim := (tendsto_pow_atTop_nhds_zero_of_lt_one h0 h1).mul_const ‖x - xs‖
  rw [zero_mul] at hlim
  exact squeeze_zero (fun k => norm_nonneg _) (hb x) hlim

end

end LinearMixingStability
```

There is a self-consistent density \(x_s\) such that \(x_k\to x_s\) from every start \(x_0\). The order of the quantifiers matters: `xs` is chosen before `x`, so the limit is the same for all starts. `Tendsto … atTop (𝓝 xs)` is Lean's way of writing convergence as \(k\to\infty\).

The proof takes \(x_s\) from the existence theorem and the bound \(q^k\|x_0-x_s\|\) from the decay theorem. Since \(0\le q<1\), this bound tends to zero, and `squeeze_zero` passes the limit on to the error.

```lean
#print axioms LinearMixingStability.rate_attained
#print axioms LinearMixingStability.linear_mixing_error
#print axioms LinearMixingStability.linear_mixing_converges
```

```
'LinearMixingStability.rate_attained' depends on axioms: [propext, Classical.choice, Quot.sound]
'LinearMixingStability.linear_mixing_error' depends on axioms: [propext, Classical.choice, Quot.sound]
'LinearMixingStability.linear_mixing_converges' depends on axioms: [propext, Classical.choice, Quot.sound]
```

## Larger mixing parameters

The contraction and convergence theorems above assume \(aE_{ii}\le1\), but the row-sum argument reaches somewhat further. If \(aE_{ii}>1\), the diagonal entry of \(M\) is negative and the absolute row sum becomes \(aE_{ii}-1+aR_i\). This is below 1 exactly when \(a(E_{ii}+R_i)<2\). With a dominant diagonal, \(1-aE\) is therefore a strict max-norm contraction for every \(a>0\) that satisfies this inequality in all rows, with the largest absolute row sum as its factor. In the opening example this allows every \(a\) between 0 and \(\tfrac12\), both ends excluded.
